# Nonzero off-diagonal Zeeman coupling lowers the ±m average of the lower energy in a two-level model with D > 0

The model gives the lower level the energy E_m(B) = (D − √(D² + 4(a + bmB)²))/2, which is the lower eigenvalue of a real symmetric 2×2 matrix with diagonal entries 0 and D and off-diagonal entry a + bmB. The file takes this formula as a definition and diagonalises no Hamiltonian; D is positive, and a, b, m and B are any real numbers with bmB ≠ 0. The theorem says that the average of E_m(B) and E_{−m}(B) is strictly less than the same average at B = 0. The attempt bounds the product of the two square roots from below, deduces that their sum exceeds twice the zero-field root, and from this obtains the inequality for the energies.

An attempt in Lean 4 with a fault in it:

```lean
import Mathlib

open Matrix

namespace ClockStateMixing

noncomputable section

/-- The level splitting `√(D² + 4 (a + b m B)²)`. -/
def gap (D a b m B : ℝ) : ℝ := √(D ^ 2 + 4 * (a + b * m * B) ^ 2)

/-- The energy `E_m(B)` of the lower level. -/
def lowerEnergy (D a b m B : ℝ) : ℝ := (D - gap D a b m B) / 2

/-- The average of the lower energies for `m` and `-m`. -/
def meanEnergy (D a b m B : ℝ) : ℝ :=
  (lowerEnergy D a b m B + lowerEnergy D a b (-m) B) / 2

lemma gap_pos {D : ℝ} (hD : 0 < D) (a b m B : ℝ) : 0 < gap D a b m B := by
  unfold gap
  positivity

lemma gap_sq (D a b m B : ℝ) :
    gap D a b m B ^ 2 = D ^ 2 + 4 * (a + b * m * B) ^ 2 :=
  Real.sq_sqrt (by positivity)

/-- Whenever the Zeeman coupling `b m B` is nonzero, the averaged energy lies strictly below
its zero-field value. -/
theorem meanEnergy_lt_zero_field {D : ℝ} (hD : 0 < D) (a : ℝ) {b m B : ℝ}
    (hB : b * m * B ≠ 0) : meanEnergy D a b m B < meanEnergy D a b m 0 := by
  have hp := gap_pos hD a b m B
  have hq := gap_pos hD a b (-m) B
  have hp2 := gap_sq D a b m B
  have hq2 := gap_sq D a b (-m) B
  have hr2 := gap_sq D a b m 0
  have h0 : gap D a b (-m) 0 = gap D a b m 0 := by simp only [gap, mul_zero]
  have hx : 0 < 16 * D ^ 2 * (b * m * B) ^ 2 := by positivity
  -- lower bound on the product of the two splittings
  have hprod : (D ^ 2 + 4 * (a ^ 2 - (b * m * B) ^ 2)) ^ 2
      < (gap D a b m B * gap D a b (-m) B) ^ 2 := by
    rw [mul_pow, hp2, hq2]
    linarith
  have h1 := lt_of_le_of_lt (le_abs_self _)
    (abs_lt_of_sq_lt_sq hprod (mul_pos hp hq).le)
  -- hence the sum of the splittings exceeds twice the zero-field splitting
  have hsum : (2 * gap D a b m 0) ^ 2 < (gap D a b m B + gap D a b (-m) B) ^ 2 := by
    linarith
  have h2 := lt_of_le_of_lt (le_abs_self _)
    (abs_lt_of_sq_lt_sq hsum (add_pos hp hq).le)
  unfold meanEnergy lowerEnergy
  rw [h0]
  linarith

end

end ClockStateMixing
```

Lean reports:

```
Main.lean:41:17: error: Tactic `rewrite` failed: Did not find an occurrence of the pattern
  gap D a b m B ^ 2
in the target expression
  (D ^ 2 + 4 * (a ^ 2 - (b * m) ^ 2 * B ^ 2)) ^ 2 < (gap D a b m B * gap D a b (-m) B) ^ 2

D : ℝ
hD : 0 < D
a b m B : ℝ
hB : b * m * B ≠ 0
hp : 0 < gap D a b m B
hq : 0 < gap D a b (-m) B
hp2 : gap D a b m B ^ 2 = D ^ 2 + 4 * (a + b * m * B) ^ 2
hq2 : gap D a b (-m) B ^ 2 = D ^ 2 + 4 * (a + b * -m * B) ^ 2
hr2 : gap D a b m 0 ^ 2 = D ^ 2 + 4 * (a + b * m * 0) ^ 2
h0 : gap D a b (-m) 0 = gap D a b m 0
hx : 0 < 16 * D ^ 2 * (b * m * B) ^ 2
⊢ (D ^ 2 + 4 * (a ^ 2 - (b * m) ^ 2 * B ^ 2)) ^ 2 < (gap D a b m B * gap D a b (-m) B) ^ 2
```

Cause. The error arises in `hprod`, at `rw [mul_pow, hp2, hq2]`. The step was meant to split the squared product of gaps on the right, but `mul_pow` fits any power of a product, and `rw` fixes its pattern at the first match it finds. Here that was `(b * m * B) ^ 2` on the left, which became `(b * m) ^ 2 * B ^ 2`, as the printed goal shows. The product of gaps stayed whole, so `gap D a b m B ^ 2` did not occur in the goal and `hp2` had nothing to rewrite.

The repair proves the needed expansion separately, as `e`. There `hp2` and `hq2` are used from right to left, turning the explicit factors into squares of gaps, and `ring` closes the identity. Then `rw [e]` rewrites exactly the intended term.

The change from `linarith` to `nlinarith [hx]` answers no reported error, since Lean never reached that `linarith`. After expansion the right side minus the left is exactly the quantity that `hx` says is positive, so no products of hypotheses are needed.

Lean accepts the file once it reads:

```diff
@@ -39,6 +39,10 @@
   have hprod : (D ^ 2 + 4 * (a ^ 2 - (b * m * B) ^ 2)) ^ 2
       < (gap D a b m B * gap D a b (-m) B) ^ 2 := by
-    rw [mul_pow, hp2, hq2]
-    linarith
+    have e : (gap D a b m B * gap D a b (-m) B) ^ 2 =
+        (D ^ 2 + 4 * (a + b * m * B) ^ 2) * (D ^ 2 + 4 * (a + b * -m * B) ^ 2) := by
+      rw [← hp2, ← hq2]
+      ring
+    rw [e]
+    nlinarith [hx]
   have h1 := lt_of_le_of_lt (le_abs_self _)
     (abs_lt_of_sq_lt_sq hprod (mul_pos hp hq).le)
```
